# An upper bound on the partial waves lost when a plane wave is cut off at angular momentum L

On a sphere, a plane wave is a sum of partial waves, one for each angular momentum l. This text bounds the squared norm of what is lost when the sum is cut off at l = L. The retained space consists of the complex polynomials of degree at most L in t = cos θ, where θ is the angle between the wave vector k and the position on a sphere of radius R centred at the origin. On that sphere the plane wave depends on t alone and equals exp(ixt), with x = kR, where k in the product kR stands for the length of the wave vector. Its component of angular momentum l is a multiple of the Legendre polynomial of degree l. Legendre polynomials of different degrees are orthogonal on [-1,1], and those of degrees 0 to L have the same span as 1, t, …, t^L. Cutting the expansion at L is therefore an orthogonal projection onto this span, which is how the code describes it, without introducing Legendre polynomials.

In Lean 4 with Mathlib:

```lean
import Mathlib

open MeasureTheory Complex
open scoped Nat

noncomputable section

namespace PlaneWaveCutoff
```

## The wave and the retained space

The Hilbert space consists of the square-integrable complex functions on [-1,1], with inner product given by integration over t. The azimuthal angle has been dropped, so a squared norm over the unit sphere is 2π times the one used here.

```lean
/-- The Hilbert space of square-integrable complex functions of `t = cos θ` on `[-1, 1]`. -/
abbrev AngularL2 : Type := Lp ℂ 2 (volume.restrict (Set.Icc (-1 : ℝ) 1))
```

A continuous function is bounded on the compact interval [-1,1], which has finite length, so it is square-integrable there.

```lean
/-- A continuous function is square-integrable on `[-1, 1]`. -/
theorem memLp_continuous (f : C(ℝ, ℂ)) :
    MemLp f 2 (volume.restrict (Set.Icc (-1 : ℝ) 1)) := by
  obtain ⟨C, hC⟩ := (isCompact_Icc (a := (-1 : ℝ)) (b := 1)).exists_bound_of_continuousOn
    f.continuous.continuousOn
  exact MemLp.of_bound f.continuous.aestronglyMeasurable C
    ((ae_restrict_iff' measurableSet_Icc).2 (Filter.Eventually.of_forall hC))
```

It therefore defines a vector of the Hilbert space, and this assignment is linear. The functions in the code are defined on the whole real line, but only their values on [-1,1] affect the vector.

```lean
/-- A continuous function, regarded as a vector of the angular Hilbert space. -/
def toL2 : C(ℝ, ℂ) →ₗ[ℂ] AngularL2 where
  toFun f := (memLp_continuous f).toLp f
  map_add' f g := MemLp.toLp_add (memLp_continuous f) (memLp_continuous g)
  map_smul' c f := MemLp.toLp_const_smul c (memLp_continuous f)
```

The plane wave is the function t ↦ exp(ixt). The parameter x may be any real number, although kR is nonnegative. Since |exp(ixt)| = 1, the wave has squared norm 2.

```lean
/-- The plane wave `t ↦ exp(i x t)`, with `x = kR` on a sphere of radius `R`. -/
def wave (x : ℝ) : C(ℝ, ℂ) := ⟨fun t => exp (I * x * t), by fun_prop⟩
```

The retained space is spanned by the monomials t^n with n = 0, …, L.

```lean
/-- The monomial `t ↦ t ^ n`. -/
def mono (n : ℕ) : C(ℝ, ℂ) := ⟨fun t => (t : ℂ) ^ n, by fun_prop⟩
```

In `polySpace L` the index n runs over `Fin (L + 1)`, which has exactly these L + 1 values.

```lean
/-- The complex polynomials in `t` of degree at most `L`, as a subspace of the Hilbert space. -/
def polySpace (L : ℕ) : Submodule ℂ AngularL2 :=
  Submodule.span ℂ (Set.range fun n : Fin (L + 1) => toL2 (mono n))
```

The space has finite dimension, so the orthogonal projection onto it exists. Call it P_L. In the code it is `(polySpace L).starProjection`, a map from the Hilbert space to itself.

```lean
instance (L : ℕ) : FiniteDimensional ℂ (polySpace L) :=
  FiniteDimensional.span_of_finite ℂ (Set.finite_range _)
```

## The Taylor remainder of a pure phase

Let S_N be the sum of the first N Taylor terms of the wave:

S_N(t) = Σ_{n<N} (ix)^n t^n / n!

Thus S_0 = 0, and S_{L+1} is a polynomial of degree at most L.

```lean
/-- The first `N` terms of the Taylor series of the plane wave in `t`. -/
def waveTaylor (x : ℝ) (N : ℕ) (t : ℝ) : ℂ :=
  ∑ n ∈ Finset.range N, (I * x) ^ n / (n ! : ℂ) * (t : ℂ) ^ n
```

Differentiating term by term lowers each power by one and leaves a factor ix:

S_{N+1}′(t) = ix S_N(t)

The proof is by induction on N. For N = 0 both sides vanish, because S_1 = 1 and S_0 = 0. In the step, the added term (ix)^(N+1) t^(N+1)/(N+1)! has derivative ix · (ix)^N t^N/N!, which is ix times the term that S_{N+1} has beyond S_N. The coefficient identity `hc` records this.

```lean
/-- The derivative of a Taylor section is `i x` times the section with one term fewer. -/
theorem hasDerivAt_waveTaylor (x : ℝ) (N : ℕ) (t : ℝ) :
    HasDerivAt (waveTaylor x (N + 1)) (I * x * waveTaylor x N t) t := by
  induction N with
  | zero =>
    have h : waveTaylor x (0 + 1) = fun _ => 1 := by
      funext s
      simp [waveTaylor]
    rw [h]
    simpa [waveTaylor] using hasDerivAt_const t (1 : ℂ)
  | succ N ih =>
    have hp := ((hasDerivAt_pow (N + 1) (t : ℂ)).comp_ofReal).const_mul
      ((I * x) ^ (N + 1) / ((N + 1)! : ℂ))
    have hs : waveTaylor x (N + 1 + 1) = fun s : ℝ => waveTaylor x (N + 1) s +
        (I * x) ^ (N + 1) / ((N + 1)! : ℂ) * (s : ℂ) ^ (N + 1) := by
      funext s
      exact Finset.sum_range_succ _ _
    have hl : waveTaylor x (N + 1) t =
        waveTaylor x N t + (I * x) ^ N / (N ! : ℂ) * (t : ℂ) ^ N :=
      Finset.sum_range_succ _ _
    have hF : (N ! : ℂ) ≠ 0 := Nat.cast_ne_zero.2 (Nat.factorial_ne_zero N)
    have hN : (N : ℂ) + 1 ≠ 0 := Nat.cast_add_one_ne_zero N
    have hc : (I * x) ^ (N + 1) / (((N : ℂ) + 1) * (N ! : ℂ)) * ((N : ℂ) + 1) =
        I * x * ((I * x) ^ N / (N ! : ℂ)) := by
      rw [pow_succ]
      field_simp
    rw [hs]
    refine (ih.fun_add hp).congr_deriv ?_
    rw [hl, Nat.factorial_succ, Nat.add_sub_cancel]
    push_cast
    linear_combination (t : ℂ) ^ N * hc
```

Write r_N(t) = exp(ixt) − S_N(t) for the remainder. For t ≥ 0 the claim is

|r_N(t)| ≤ (|x|t)^N / N!

For N = 0 the remainder is the wave itself, of modulus 1, and the right side is 1. Suppose the bound holds for N. The derivative formula gives r_{N+1}′ = ix r_N, and r_{N+1}(0) = 0. Hence, for 0 ≤ s ≤ t,

|r_{N+1}′(s)| ≤ |x| (|x|s)^N / N! = d/ds [ (|x|s)^(N+1) / (N+1)! ]

Integrating from 0 to t gives the bound for N + 1. No factor exp(|x|t) appears, because the induction starts from the modulus of a pure phase.

In the code, `hd` and `hB` are the two derivatives, `h0` compares the values at 0, and `hb` is the inequality between the derivatives. Mathlib's comparison lemma for norms takes the place of the integration.

```lean
/-- For `t ≥ 0` the plane wave differs from its first `N` Taylor terms by at most
`(|x| t) ^ N / N!`. -/
theorem taylor_remainder_of_nonneg (x : ℝ) (N : ℕ) : ∀ t : ℝ, 0 ≤ t →
    ‖exp (I * x * t) - waveTaylor x N t‖ ≤ (|x| * t) ^ N / (N ! : ℝ) := by
  induction N with
  | zero =>
    intro t _
    have h : ‖exp (I * x * t)‖ = 1 := by
      rw [show I * (x : ℂ) * t = ((x * t : ℝ) : ℂ) * I by push_cast; ring,
        norm_exp_ofReal_mul_I]
    simp [waveTaylor, h]
  | succ N ih =>
    intro t ht
    -- the remainder has derivative `i x` times the previous remainder
    have hd : ∀ s : ℝ, HasDerivAt (fun s : ℝ => exp (I * x * s) - waveTaylor x (N + 1) s)
        (I * x * (exp (I * x * s) - waveTaylor x N s)) s := by
      intro s
      have he : HasDerivAt (fun s : ℝ => exp (I * x * s)) (exp (I * x * s) * (I * x)) s := by
        have h := (((hasDerivAt_id (s : ℂ)).const_mul (I * (x : ℂ))).cexp).comp_ofReal
        simpa using h
      exact (he.fun_sub (hasDerivAt_waveTaylor x N s)).congr_deriv (by ring)
    have hB : ∀ s : ℝ, HasDerivAt (fun s : ℝ => (|x| * s) ^ (N + 1) / ((N + 1)! : ℝ))
        (|x| * ((|x| * s) ^ N / (N ! : ℝ))) s := by
      intro s
      have h := (((hasDerivAt_id' s).const_mul |x|).fun_pow (N + 1)).div_const ((N + 1)! : ℝ)
      refine h.congr_deriv ?_
      rw [Nat.factorial_succ, Nat.add_sub_cancel]
      push_cast
      field_simp
    have h0 : ‖exp (I * x * (0 : ℝ)) - waveTaylor x (N + 1) 0‖ ≤
        (|x| * 0) ^ (N + 1) / ((N + 1)! : ℝ) := by
      simp [waveTaylor, Finset.sum_range_succ']
    have hb : ∀ s ∈ Set.Ico 0 t, ‖I * x * (exp (I * x * s) - waveTaylor x N s)‖ ≤
        |x| * ((|x| * s) ^ N / (N ! : ℝ)) := by
      intro s hs
      rw [norm_mul, norm_mul, norm_I, one_mul, norm_real, Real.norm_eq_abs]
      exact mul_le_mul_of_nonneg_left (ih s hs.1) (abs_nonneg x)
    exact image_norm_le_of_norm_deriv_right_le_deriv_boundary
      (fun s _ => (hd s).continuousAt.continuousWithinAt)
      (fun s _ => (hd s).hasDerivWithinAt) h0 hB hb ⟨ht, le_rfl⟩
```

For t ≤ 0, replace x by −x and t by −t. The product xt is unchanged, and so are the wave and its Taylor sum. For every real t this gives

|r_N(t)| ≤ |xt|^N / N!

```lean
/-- For every real `t` the plane wave differs from its first `N` Taylor terms by at most
`|x t| ^ N / N!`. -/
theorem taylor_remainder (x : ℝ) (N : ℕ) (t : ℝ) :
    ‖exp (I * x * t) - waveTaylor x N t‖ ≤ |x * t| ^ N / (N ! : ℝ) := by
  rcases le_total 0 t with ht | ht
  · rw [abs_mul, abs_of_nonneg ht]
    exact taylor_remainder_of_nonneg x N t ht
  · -- reflect both `x` and `t`
    have h := taylor_remainder_of_nonneg (-x) N (-t) (neg_nonneg.2 ht)
    have hx : I * ((-x : ℝ) : ℂ) * ((-t : ℝ) : ℂ) = I * x * t := by
      push_cast
      ring
    have hT : waveTaylor (-x) N (-t) = waveTaylor x N t := by
      refine Finset.sum_congr rfl fun n _ => ?_
      rw [div_mul_eq_mul_div, div_mul_eq_mul_div, ← mul_pow, ← mul_pow, hx]
    rw [hx, hT, abs_neg] at h
    rwa [abs_mul, abs_of_nonpos ht]
```

## From a pointwise bound to the projection error

To pass from pointwise values to the Hilbert space, the abstract norm has to be written as an integral:

‖f‖² = ∫_{−1}^{1} |f(t)|² dt

Mathlib defines the norm through a real power 1/2 of an integral. The proof squares that power and then passes from the closed interval to the half-open one used by the interval integral, which differs from it by a single point.

```lean
/-- The squared Hilbert-space norm of a continuous function is the integral of its squared
modulus over `[-1, 1]`. -/
theorem norm_sq_toL2 (f : C(ℝ, ℂ)) : ‖toL2 f‖ ^ 2 = ∫ t in (-1 : ℝ)..1, ‖f t‖ ^ 2 := by
  have key : ∀ a : ℝ, 0 ≤ a → (a ^ ((2 : ℝ)⁻¹)) ^ 2 = a := by
    intro a ha
    rw [← Real.rpow_natCast, ← Real.rpow_mul ha]
    norm_num
  have h : ‖toL2 f‖ = (∫ t in Set.Icc (-1 : ℝ) 1, ‖f t‖ ^ 2) ^ ((2 : ℝ)⁻¹) := by
    change ‖(memLp_continuous f).toLp f‖ = _
    rw [Lp.norm_toLp, (memLp_continuous f).eLpNorm_eq_integral_rpow_norm (by norm_num)
      (by norm_num), ENNReal.toReal_ofReal (by positivity)]
    simp only [ENNReal.toReal_ofNat, Real.rpow_two]
  rw [h, key _ (integral_nonneg fun t => by positivity),
    intervalIntegral.integral_of_le (by norm_num), integral_Icc_eq_integral_Ioc]
```

Let ψ be the vector of the plane wave. The main theorem states that, for every real x and every natural number L,

‖ψ − P_L ψ‖² ≤ 2x^(2L+2) / ((2L+3) ((L+1)!)²)

Since ‖ψ‖² = 2, the lost fraction of the squared norm is at most half the right side. For L = 0, where only the constant is kept, the bound on the squared error is 2x²/3. For x = 0 it is zero, as it should be for a constant wave.

The derivation compares the projection with the Taylor polynomial S_{L+1}. This polynomial lies in the retained space (`hT`), and P_L ψ is the closest point of that space to ψ (`hmin`), so

‖ψ − P_L ψ‖² ≤ ∫_{−1}^{1} |r_{L+1}(t)|² dt

The squared remainder bound (`hpt`) then gives

∫_{−1}^{1} |r_{L+1}(t)|² dt ≤ x^(2L+2)/((L+1)!)² · ∫_{−1}^{1} t^(2L+2) dt

The last integral equals 2/(2L+3), which gives the stated bound. The final `calc` block carries out these steps in the same order.

```lean
/-- Projecting the plane wave `exp(i x t)` on `[-1, 1]` onto the polynomials of degree at most
`L` leaves a squared error of at most `2 x^(2L+2) / ((2L+3) ((L+1)!)²)`. -/
theorem projection_error_le (x : ℝ) (L : ℕ) :
    ‖toL2 (wave x) - (polySpace L).starProjection (toL2 (wave x))‖ ^ 2 ≤
      2 * x ^ (2 * L + 2) / ((2 * L + 3) * ((L + 1)! : ℝ) ^ 2) := by
  let T : C(ℝ, ℂ) := ⟨waveTaylor x (L + 1), by unfold waveTaylor; fun_prop⟩
  -- the Taylor section is a competitor in the polynomial space
  have hT : toL2 T ∈ polySpace L := by
    have h : T = ∑ n ∈ Finset.range (L + 1), ((I * x) ^ n / (n ! : ℂ)) • mono n := by
      ext t
      simp [T, waveTaylor, mono, ContinuousMap.sum_apply]
    rw [h, map_sum]
    refine Submodule.sum_mem _ fun n hn => ?_
    rw [map_smul]
    exact Submodule.smul_mem _ _
      (Submodule.subset_span ⟨⟨n, Finset.mem_range.1 hn⟩, rfl⟩)
  have hmin : ‖toL2 (wave x) - (polySpace L).starProjection (toL2 (wave x))‖ ≤
      ‖toL2 (wave x) - toL2 T‖ := by
    rw [Submodule.starProjection_minimal]
    exact ciInf_le (f := fun v : polySpace L => ‖toL2 (wave x) - (v : AngularL2)‖)
      ⟨0, by rintro _ ⟨v, rfl⟩; exact norm_nonneg _⟩ ⟨toL2 T, hT⟩
  have hpt : ∀ t : ℝ, ‖(wave x - T) t‖ ^ 2 ≤
      x ^ (2 * L + 2) / ((L + 1)! : ℝ) ^ 2 * t ^ (2 * L + 2) := by
    intro t
    have h := pow_le_pow_left₀ (norm_nonneg _) (taylor_remainder x (L + 1) t) 2
    have e : (|x * t| ^ (L + 1) / ((L + 1)! : ℝ)) ^ 2 =
        x ^ (2 * L + 2) / ((L + 1)! : ℝ) ^ 2 * t ^ (2 * L + 2) := by
      rw [div_pow, ← pow_mul, mul_comm (L + 1) 2, pow_mul, sq_abs, ← pow_mul, mul_pow,
        show 2 * (L + 1) = 2 * L + 2 by ring]
      ring
    exact h.trans_eq e
  -- integrate the squared remainder
  calc _ ≤ ‖toL2 (wave x) - toL2 T‖ ^ 2 := pow_le_pow_left₀ (norm_nonneg _) hmin 2
    _ = ∫ t in (-1 : ℝ)..1, ‖(wave x - T) t‖ ^ 2 := by rw [← map_sub, norm_sq_toL2]
    _ ≤ ∫ t in (-1 : ℝ)..1, x ^ (2 * L + 2) / ((L + 1)! : ℝ) ^ 2 * t ^ (2 * L + 2) :=
        intervalIntegral.integral_mono_on (by norm_num)
          (((wave x - T).continuous.norm.pow 2).intervalIntegrable _ _)
          ((continuous_const.mul (continuous_pow _)).intervalIntegrable _ _)
          fun t _ => hpt t
    _ = _ := by
        have ho : (-1 : ℝ) ^ (2 * L + 2 + 1) = -1 := Odd.neg_one_pow ⟨L + 1, by ring⟩
        rw [intervalIntegral.integral_const_mul, integral_pow, ho, one_pow]
        push_cast
        rw [show (2 * (L : ℝ) + 2 + 1) = 2 * L + 3 by ring, div_mul_div_comm]
        congr 1 <;> ring
```

In an augmented-plane-wave method this bounds the squared norm of the part of a single plane wave of unit amplitude on one sphere's surface that an angular cutoff L leaves unmatched. The k in kR is then the length of the plane wave's full wave vector, which is the sum of the Bloch vector and a reciprocal lattice vector. It says nothing about the radial functions inside the sphere, the matching of slopes or the resulting error in an energy. The squared error never exceeds ‖ψ‖² = 2, so the bound is informative only where it is below 2. For kR = 8 it is about 4000 at L = 10 and about 0.0015 at L = 20. A large value of the bound therefore doesn't mean that the error is large.

## Raising the cutoff

For L ≤ M, the partial waves with L < l ≤ M contribute P_M ψ − P_L ψ. The smaller space lies inside the larger one, so P_M leaves P_L ψ fixed, and

P_M ψ − P_L ψ = P_M (ψ − P_L ψ)

An orthogonal projection does not increase norms, so this vector obeys the same bound as the full error at L, whatever M is. In the code, `hsub` is the inclusion of the spaces and `hfix` is the identity P_M P_L ψ = P_L ψ.

```lean
/-- For `L ≤ M`, the part of the plane wave gained by raising the cutoff from `L` to `M` has
squared norm at most `2 x^(2L+2) / ((2L+3) ((L+1)!)²)`, whatever `M` is. -/
theorem partial_waves_between_le (x : ℝ) {L M : ℕ} (hLM : L ≤ M) :
    ‖(polySpace M).starProjection (toL2 (wave x)) -
        (polySpace L).starProjection (toL2 (wave x))‖ ^ 2 ≤
      2 * x ^ (2 * L + 2) / ((2 * L + 3) * ((L + 1)! : ℝ) ^ 2) := by
  have hsub : polySpace L ≤ polySpace M := by
    refine Submodule.span_mono ?_
    rintro _ ⟨n, rfl⟩
    exact ⟨⟨n, by omega⟩, rfl⟩
  -- the larger projection leaves the smaller one fixed and does not increase norms
  have hfix := Submodule.starProjection_eq_self_iff.2
    (hsub (Submodule.starProjection_apply_mem (polySpace L) (toL2 (wave x))))
  refine le_trans (pow_le_pow_left₀ (norm_nonneg _) ?_ 2) (projection_error_le x L)
  conv_lhs => rw [← hfix, ← map_sub]
  exact ((polySpace M).starProjection.le_of_opNorm_le
    (Submodule.starProjection_norm_le _) _).trans_eq (one_mul _)
```

## A sufficient cutoff in terms of kR

The factorial can be replaced by a power. With n = L + 1, the term n^n/n! of the series for e^n is at most e^n, so

1/(L+1)! ≤ (e/(L+1))^(L+1)

Squaring this and inserting it into the main bound gives

‖ψ − P_L ψ‖² ≤ 2/(2L+3) · (ex/(L+1))^(2L+2)

If L + 1 ≥ 2e|x|, for example, the right side is at most 2/(2L+3) · 4^(−(L+1)). A cutoff proportional to kR is thus sufficient for a small error, though the error may already be small at a lower L.

In the code, `h` is the factorial estimate, and the `calc` block inserts it into `projection_error_le`.

```lean
/-- The squared error of the cutoff at `L` is at most
`2 / (2L+3) * (e x / (L+1)) ^ (2L+2)`. -/
theorem projection_error_le_exp (x : ℝ) (L : ℕ) :
    ‖toL2 (wave x) - (polySpace L).starProjection (toL2 (wave x))‖ ^ 2 ≤
      2 / (2 * L + 3) * (Real.exp 1 * x / (L + 1)) ^ (2 * L + 2) := by
  have hF : (0 : ℝ) < ((L + 1)! : ℝ) := Nat.cast_pos.2 (Nat.factorial_pos _)
  -- the factorial is at least `((L+1)/e)^(L+1)`
  have h : 1 / ((L + 1)! : ℝ) ≤ (Real.exp 1 / (L + 1)) ^ (L + 1) := by
    have h0 := Real.pow_div_factorial_le_exp ((L : ℝ) + 1) (by positivity) (L + 1)
    have he : Real.exp 1 ^ (L + 1) = Real.exp ((L : ℝ) + 1) := by
      rw [← Real.exp_nat_mul, mul_one]
      push_cast
      rfl
    rw [div_le_iff₀ hF] at h0
    rw [div_pow, he, div_le_div_iff₀ hF (by positivity), one_mul]
    exact h0
  calc _ ≤ 2 * x ^ (2 * L + 2) / ((2 * L + 3) * ((L + 1)! : ℝ) ^ 2) :=
        projection_error_le x L
    _ = 2 / (2 * L + 3) * (x ^ (L + 1)) ^ 2 * (1 / ((L + 1)! : ℝ)) ^ 2 := by
        rw [← pow_mul, show (L + 1) * 2 = 2 * L + 2 by ring]
        field_simp
    _ ≤ 2 / (2 * L + 3) * (x ^ (L + 1)) ^ 2 * ((Real.exp 1 / (L + 1)) ^ (L + 1)) ^ 2 := by
        gcongr
    _ = _ := by
        rw [mul_assoc, ← mul_pow, ← mul_pow, ← pow_mul,
          show (L + 1) * 2 = 2 * L + 2 by ring,
          show x * (Real.exp 1 / ((L : ℝ) + 1)) = Real.exp 1 * x / (L + 1) by ring]

end PlaneWaveCutoff
```

```lean
#print axioms PlaneWaveCutoff.partial_waves_between_le
#print axioms PlaneWaveCutoff.projection_error_le_exp
```

```
'PlaneWaveCutoff.partial_waves_between_le' depends on axioms: [propext, Classical.choice, Quot.sound]
'PlaneWaveCutoff.projection_error_le_exp' depends on axioms: [propext, Classical.choice, Quot.sound]
```
